# The relaxed energy of a linearised unit-spring network is half the squared norm of the self-stress part of its affine extensions

One way to compute a relaxed elastic constant is to strain the cell homogeneously, let the atoms inside it move until the energy is lowest, and find how that lowest energy varies with the strain. For a harmonic network of equal springs, the minimisation can be replaced by a projection of the bond extensions.

Let the network have $b$ bonds and $n$ internal displacement coordinates. The vector $s\in\mathbb R^b$ holds the affine extensions, which are the changes in bond length when every atom simply follows the imposed strain. The real $b\times n$ matrix $B$ turns internal displacements $u\in\mathbb R^n$ into further extensions $Bu$. With unit spring constants the energy is

$$E(u)=\tfrac12\|s+Bu\|^2,$$

and the result is

$$\min_u E(u)=\tfrac12\|Ps\|^2 .$$

Here $P$ is the orthogonal projection onto $S=\ker B^T$, the space of self-stresses. A self-stress is a set of bond tensions that exerts no net force on any internal coordinate. Unit stiffness means that all bonds share one force constant, which is taken as the unit, so tension and extension are numerically equal.

## Elastic constants without a linear solve

The direct route solves $B^TBu=-B^Ts$. In a periodic cell, moving all atoms together changes no bond length, so $B^TB$ is singular if all atomic displacements are kept as coordinates. Floppy modes add further null directions. The projection needs no choice among the equivalent solutions $u$, and the identity holds for every real $B$.

One way to compute it is a singular value decomposition of $B$. If the columns of $U_r$ are the left singular vectors with nonzero singular values, then $Ps=s-U_rU_r^Ts$. The numerical rank matters: if a small but nonzero singular value is treated as zero, the computed self-stress space is too large and the relaxed energy can come out too high.

If the affine extensions depend linearly on the strain components $\varepsilon$ as $s=A\varepsilon$, the relaxed energy is $\tfrac12\varepsilon^TA^TPA\varepsilon$. Division of $A^TPA$ by the cell volume gives the relaxed elastic constants of the network, with engineering shear strains in $\varepsilon$. Electronic-structure calculations make the same distinction between clamped-ion and relaxed-ion constants, but their energy is not in general that of a network of equal springs.

## From virtual work to the minimum

For tensions $t$ and displacements $u$, with $p$ running over bonds and $q$ over internal coordinates,

$$\langle t,Bu\rangle=\sum_{p,q}t_pB_{pq}u_q=(B^Tt)\cdot u .$$

If $B^Tt=0$, then $t$ is orthogonal to every extension $Bu$. Conversely, if $t$ is orthogonal to all of them, the choice $u=B^Tt$ gives $\|B^Tt\|^2=0$, so $B^Tt=0$. Hence $S=(\operatorname{range}B)^\perp$. In finite dimension, taking the orthogonal complement again gives $S^\perp=\operatorname{range}B$.

The remainder $s-Ps$ is orthogonal to $S$, so it equals $Bx$ for some $x$. With $w=-x$,

$$s+Bw=Ps .$$

The displacement $w$ therefore removes everything except the self-stress part. For any other $u$, the deviation from this state is

$$s+Bu-Ps=B(u-w),$$

and its inner product with $Ps$ is $(B^TPs)\cdot(u-w)=0$. Pythagoras then gives

$$E(u)=\tfrac12\|Ps\|^2+\tfrac12\|s+Bu-Ps\|^2 .$$

The second term is never negative and vanishes at $u=w$, which proves the identity.

The same split characterises the minimisers. If $u$ minimises $E$, then $E(u)\le E(w)$ makes the second term zero, so $s+Bu=Ps$ and $B^T(s+Bu)=0$. Conversely, suppose that $B^T(s+Bu)=0$. Then $B(u-w)=(s+Bu)-Ps$ is a difference of two self-stresses and also lies in the range of $B$. It is orthogonal to itself, hence zero, and $u$ has the minimum energy.

If $t_i$ is an orthonormal basis of $S$, then $\langle t_i,s-Ps\rangle=0$, so $\langle t_i,s\rangle=\langle t_i,Ps\rangle$. Summing the squared components of $Ps$ gives

$$\min_uE(u)=\tfrac12\sum_i\langle t_i,s\rangle^2 .$$

As an example, take one atom between two springs with fixed outer ends and affine extensions $a$ and $b$, where $b$ now denotes an extension and not the number of bonds. A displacement $u_0$ lengthens the first spring and shortens the second:

$$E=\frac{(a+u_0)^2+(b-u_0)^2}{2}
=\frac{(a+b)^2}{4}+\frac{(a-b+2u_0)^2}{4}.$$

The minimum is $(a+b)^2/4$, at $u_0=(b-a)/2$. The normalised self-stress is $(1,1)/\sqrt2$, and half its squared overlap with $(a,b)$ gives the same value.

## Lean source

```lean
import Mathlib

open Matrix

namespace SpringNetworkRelaxation

noncomputable section

variable {β ν : Type*} [Fintype β] [Fintype ν]

/-- The bond extensions `B u` produced by the internal displacements `u`. -/
def stretch (B : Matrix β ν ℝ) : (ν → ℝ) →ₗ[ℝ] EuclideanSpace ℝ β where
  toFun u := WithLp.toLp 2 (B *ᵥ u)
  map_add' u v := by
    ext i
    simp [Matrix.mulVec_add]
  map_smul' c u := by
    ext i
    simp [Matrix.mulVec_smul]

/-- The self-stress space `ker Bᵀ`: bond tensions that exert no net force on any
internal coordinate. -/
def selfStress (B : Matrix β ν ℝ) : Submodule ℝ (EuclideanSpace ℝ β) where
  carrier := {t | Bᵀ *ᵥ t.ofLp = 0}
  zero_mem' := by simp
  add_mem' := by
    intro a b ha hb
    change Bᵀ *ᵥ (a.ofLp + b.ofLp) = 0
    rw [Matrix.mulVec_add, show Bᵀ *ᵥ a.ofLp = 0 from ha,
      show Bᵀ *ᵥ b.ofLp = 0 from hb, add_zero]
  smul_mem' := by
    intro c a ha
    change Bᵀ *ᵥ (c • a.ofLp) = 0
    rw [Matrix.mulVec_smul, show Bᵀ *ᵥ a.ofLp = 0 from ha, smul_zero]

/-- The elastic energy of unit springs with affine extensions `s` and internal
displacements `u`. -/
def energy (B : Matrix β ν ℝ) (s : EuclideanSpace ℝ β) (u : ν → ℝ) : ℝ :=
  ‖s + stretch B u‖ ^ 2 / 2

/-- Virtual work: the work of the tensions `t` on the extensions `B u` equals the work
of the nodal forces `Bᵀ t` on the displacements `u`. -/
theorem virtual_work (B : Matrix β ν ℝ) (t : EuclideanSpace ℝ β) (u : ν → ℝ) :
    inner ℝ t (stretch B u) = (Bᵀ *ᵥ t.ofLp) ⬝ᵥ u := by
  have h : inner ℝ t (stretch B u) = t.ofLp ⬝ᵥ (B *ᵥ u) := by
    simp [stretch, PiLp.inner_apply, dotProduct, mul_comm]
  rw [h, Matrix.dotProduct_mulVec, Matrix.mulVec_transpose]

/-- The self-stresses are exactly the tensions orthogonal to every extension that
internal displacements can produce. -/
theorem orthogonal_range_stretch (B : Matrix β ν ℝ) :
    (LinearMap.range (stretch B))ᗮ = selfStress B := by
  ext t
  rw [Submodule.mem_orthogonal']
  constructor
  · intro h
    -- test with the displacement along the nodal force itself
    have h1 := h _ (LinearMap.mem_range_self (stretch B) (Bᵀ *ᵥ t.ofLp))
    rw [virtual_work] at h1
    exact dotProduct_self_eq_zero.mp h1
  · rintro ht _ ⟨u, rfl⟩
    rw [virtual_work, show Bᵀ *ᵥ t.ofLp = 0 from ht, zero_dotProduct]

/-- Some internal displacement relaxes the bond extensions to the projection of the
affine extensions onto the self-stress space. -/
theorem exists_relaxed (B : Matrix β ν ℝ) (s : EuclideanSpace ℝ β) :
    ∃ u, s + stretch B u = (selfStress B).starProjection s := by
  have hR : (selfStress B)ᗮ = LinearMap.range (stretch B) := by
    rw [← orthogonal_range_stretch, Submodule.orthogonal_orthogonal]
  have h : s - (selfStress B).starProjection s ∈ LinearMap.range (stretch B) := by
    rw [← hR]
    exact Submodule.sub_starProjection_mem_orthogonal s
  obtain ⟨u, hu⟩ := h
  refine ⟨-u, ?_⟩
  rw [map_neg, hu]
  abel

/-- The energy is that of the self-stress part of the affine extensions plus that of the
deviation of the actual extensions from this part. -/
theorem energy_split (B : Matrix β ν ℝ) (s : EuclideanSpace ℝ β) (u : ν → ℝ) :
    energy B s u = ‖(selfStress B).starProjection s‖ ^ 2 / 2
      + ‖s + stretch B u - (selfStress B).starProjection s‖ ^ 2 / 2 := by
  obtain ⟨w, hw⟩ := exists_relaxed B s
  have hd : s + stretch B u - (selfStress B).starProjection s = stretch B (u - w) := by
    rw [← hw, map_sub]
    abel
  -- the deviation is a pure displacement extension, so self-stress does no work on it
  have h0 : inner ℝ ((selfStress B).starProjection s)
      (s + stretch B u - (selfStress B).starProjection s) = 0 := by
    rw [hd, virtual_work,
      show Bᵀ *ᵥ ((selfStress B).starProjection s).ofLp = 0 from
        Submodule.starProjection_apply_mem (selfStress B) s, zero_dotProduct]
  have h := norm_add_sq_real ((selfStress B).starProjection s)
    (s + stretch B u - (selfStress B).starProjection s)
  rw [h0, add_sub_cancel] at h
  unfold energy
  linarith

/-- The minimum of the energy over all internal displacements is attained and equals half
the squared norm of the projection of the affine extensions onto the self-stress space. -/
theorem relaxed_energy (B : Matrix β ν ℝ) (s : EuclideanSpace ℝ β) :
    IsLeast (Set.range (energy B s)) (‖(selfStress B).starProjection s‖ ^ 2 / 2) := by
  constructor
  · obtain ⟨u, hu⟩ := exists_relaxed B s
    exact ⟨u, by rw [energy, hu]⟩
  · rintro _ ⟨u, rfl⟩
    rw [energy_split]
    exact le_add_of_nonneg_right (by positivity)

/-- An internal displacement minimises the energy if and only if the bond tensions
`s + B u` exert no net force on any internal coordinate. -/
theorem minimizer_iff_force_balance (B : Matrix β ν ℝ) (s : EuclideanSpace ℝ β)
    (u : ν → ℝ) :
    (∀ v, energy B s u ≤ energy B s v) ↔ Bᵀ *ᵥ (s + stretch B u).ofLp = 0 := by
  obtain ⟨w, hw⟩ := exists_relaxed B s
  have hP := Submodule.starProjection_apply_mem (selfStress B) s
  constructor
  · intro h
    have h1 := h w
    rw [energy_split B s u, energy, hw] at h1
    have h2 : ‖s + stretch B u - (selfStress B).starProjection s‖ ^ 2 = 0 :=
      le_antisymm (by linarith) (by positivity)
    have h3 : s + stretch B u = (selfStress B).starProjection s :=
      sub_eq_zero.mp (norm_eq_zero.mp (pow_eq_zero_iff two_ne_zero |>.mp h2))
    rw [h3]
    exact hP
  · intro h v
    -- the difference to the relaxed state is both a self-stress and an extension `B x`
    have hd : s + stretch B u - (selfStress B).starProjection s = stretch B (u - w) := by
      rw [← hw, map_sub]
      abel
    have hm : stretch B (u - w) ∈ selfStress B := by
      rw [← hd]
      exact Submodule.sub_mem _ h hP
    have hz : inner ℝ (stretch B (u - w)) (stretch B (u - w)) = 0 := by
      rw [virtual_work, show Bᵀ *ᵥ (stretch B (u - w)).ofLp = 0 from hm, zero_dotProduct]
    have h0 : stretch B (u - w) = 0 := inner_self_eq_zero.mp hz
    rw [h0] at hd
    rw [energy, sub_eq_zero.mp hd]
    exact (relaxed_energy B s).2 ⟨v, rfl⟩

/-- In an orthonormal basis of self-stresses, the minimum energy is half the sum of the
squared overlaps of the basis states with the affine extensions. -/
theorem relaxed_energy_basis {ι : Type*} [Fintype ι] (B : Matrix β ν ℝ)
    (s : EuclideanSpace ℝ β) (t : OrthonormalBasis ι ℝ (selfStress B)) :
    IsLeast (Set.range (energy B s))
      ((∑ i, (inner ℝ (t i : EuclideanSpace ℝ β) s) ^ 2) / 2) := by
  have hP := Submodule.starProjection_apply_mem (selfStress B) s
  have h := t.sum_sq_norm_inner_right ⟨(selfStress B).starProjection s, hP⟩
  -- a self-stress has the same overlap with `s` and with its projection
  have hi : ∀ i, inner ℝ (t i : EuclideanSpace ℝ β) s
      = inner ℝ (t i) (⟨(selfStress B).starProjection s, hP⟩ : selfStress B) := by
    intro i
    have h1 := (Submodule.mem_orthogonal _ _).mp
      (Submodule.sub_starProjection_mem_orthogonal (K := selfStress B) s) (t i) (t i).2
    rw [inner_sub_right] at h1
    exact sub_eq_zero.mp h1
  have hs : ∑ i, (inner ℝ (t i : EuclideanSpace ℝ β) s) ^ 2
      = ‖(selfStress B).starProjection s‖ ^ 2 := by
    refine Eq.trans (Finset.sum_congr rfl fun i _ => ?_) h
    rw [hi i, Real.norm_eq_abs, sq_abs]
  rw [hs]
  exact relaxed_energy B s

/-- For one atom between two unit springs with fixed outer ends and affine extensions
`a` and `b`, the minimum energy is `(a + b)² / 4`. -/
theorem two_spring_chain (a b : ℝ) :
    IsLeast (Set.range (energy !![(1 : ℝ); -1] !₂[a, b])) ((a + b) ^ 2 / 4) := by
  have key : ∀ u : Fin 1 → ℝ, energy !![(1 : ℝ); -1] !₂[a, b] u
      = ((a + u 0) ^ 2 + (b - u 0) ^ 2) / 2 := by
    intro u
    have h0 : (!₂[a, b] + stretch !![(1 : ℝ); -1] u).ofLp 0 = a + u 0 := by
      simp [stretch, dotProduct]
    have h1 : (!₂[a, b] + stretch !![(1 : ℝ); -1] u).ofLp 1 = b - u 0 := by
      simp [stretch, dotProduct, sub_eq_add_neg]
    rw [energy, EuclideanSpace.norm_sq_eq, Fin.sum_univ_two, h0, h1,
      Real.norm_eq_abs, Real.norm_eq_abs, sq_abs, sq_abs]
  constructor
  · refine ⟨fun _ => (b - a) / 2, ?_⟩
    rw [key]
    ring
  · rintro _ ⟨u, rfl⟩
    rw [key]
    nlinarith [sq_nonneg (a + u 0 - (b - u 0))]

end

end SpringNetworkRelaxation
```

```lean
#print axioms SpringNetworkRelaxation.relaxed_energy
-- 'SpringNetworkRelaxation.relaxed_energy' depends on axioms: [propext, Classical.choice, Quot.sound]
#print axioms SpringNetworkRelaxation.minimizer_iff_force_balance
-- 'SpringNetworkRelaxation.minimizer_iff_force_balance' depends on axioms: [propext, Classical.choice, Quot.sound]
#print axioms SpringNetworkRelaxation.relaxed_energy_basis
-- 'SpringNetworkRelaxation.relaxed_energy_basis' depends on axioms: [propext, Classical.choice, Quot.sound]
#print axioms SpringNetworkRelaxation.two_spring_chain
-- 'SpringNetworkRelaxation.two_spring_chain' depends on axioms: [propext, Classical.choice, Quot.sound]
```

## The network as Lean sees it

The finite types `β` and `ν` label bonds and internal coordinates; `ν` is neither a frequency nor Poisson's ratio. Extensions and tensions live in `EuclideanSpace ℝ β`, which supplies the norm and inner product. Displacements are plain functions `ν → ℝ`. The map `stretch B` sends $u$ to $Bu$, `selfStress B` is $\ker B^T$, and `energy B s u` is $E(u)$. The projection $P$ is `(selfStress B).starProjection`, which returns a vector in the full bond space.

There is a sign convention to note. The comments call $B^Tt$ the nodal forces. With tension positive in an extended bond, these are the external forces that would hold the tensions in balance; the springs themselves exert $-B^Tt$. The condition of zero net force is the same for both signs.

In `relaxed_energy`, `IsLeast (Set.range (energy B s))` says that the stated number is the energy of some displacement and that no displacement has a lower one. There is no assumption on the rank of $B$ or on the relative numbers of bonds and coordinates. If there are no internal coordinates, every tension is a self-stress and the formula returns the unrelaxed energy $\tfrac12\|s\|^2$. If the only self-stress is zero, it returns zero.

The theorem `minimizer_iff_force_balance` states that $u$ is a global minimiser exactly when $B^T(s+Bu)=0$. This justifies a vanishing force as the convergence target within the model. It doesn't say that $u$ is unique, and with floppy modes it isn't.

## How the lemmas carry the derivation

`virtual_work` moves $B$ across the inner product as $B^T$. `orthogonal_range_stretch` identifies the self-stresses with the orthogonal complement of the range, and its forward direction inserts the displacement $B^Tt$, as above.

`exists_relaxed` takes the complement a second time with `Submodule.orthogonal_orthogonal`, places $s-Ps$ in the range, and reverses the sign of the displacement found there. `energy_split` shows that the cross term is zero, expands the square with `norm_add_sq_real`, and leaves the remaining arithmetic to `linarith`. The two halves of `relaxed_energy` are then attainment, from `exists_relaxed`, and the lower bound, from the nonnegative second term of the split.

`minimizer_iff_force_balance` compares $u$ with the relaxed displacement $w$ in one direction, and in the other shows that $B(u-w)$ has zero inner product with itself. `relaxed_energy_basis` replaces each overlap with $s$ by the overlap with $Ps$ and applies the sum-of-squares formula for an orthonormal basis.

`two_spring_chain` works directly from the energy and doesn't use the projection. Its step `key` writes out the two squares, `ring` checks the value at $(b-a)/2$, and `nlinarith` obtains the lower bound from the square of $(a+u_0)-(b-u_0)$.

## Unequal springs and real crystals

The equal stiffnesses matter. Give the two springs of the example stiffnesses $1$ and $3$, and set $a=b=1$. The energy is now

$$\frac{(1+u_0)^2+3(1-u_0)^2}{2},$$

with its minimum $3/2$ at $u_0=1/2$. The projection formula with the original $B$ and $s$ gives $1$. It therefore doesn't extend, with $B$ and $s$ unchanged, to arbitrary positive stiffnesses.

The repair is to multiply each bond's row of $B$ and its entry of $s$ by the square root of that bond's stiffness. The energy then has the unit-spring form, and the projection must be built from the rescaled matrix. In the example the rescaled extensions are $(1,\sqrt3)$ and the normalised self-stress is $(\sqrt3,1)/2$. Their overlap is $\sqrt3$, which gives $3/2$ as required.

To model a real crystal, the user must choose the springs and construct $B$ and $s$ from the atomic geometry, the stiffnesses and the imposed strain. Lean receives both as given and treats the energy as exactly quadratic. That form comes from linearising the bond lengths about an unstressed reference state. Large displacements, anharmonic bonds and initial tensions change the energy function itself.

The theorems concern real numbers, so they give no error bound for a floating-point projection and no rule for choosing the rank threshold. A program can still compare its relaxed energy with $\tfrac12\|Ps\|^2$ and its residual force with zero; if both calculations use the same $B$ and $s$, a disagreement larger than the expected rounding and convergence errors points to a fault in the projection, its rank threshold or the minimiser. Such a comparison can't reveal a wrongly assembled $B$ or $s$, because the identity holds for every choice of them.
